# Geometric decay of the Fourier harmonics of $(1+b\cos x)^{4/3}$ for $0<b<1$

## A density wave and its exchange energy

Take an electron density with a single plane-wave modulation. In units of its mean it is

$$\rho(x) = 1 + b\cos x, \qquad 0<b<1,$$

where $x$ is the position scaled so that one period has length $2\pi$. This density has only the harmonics $0$ and $\pm1$. In the local density approximation the exchange energy per volume is proportional to $\rho^{4/3}$, and this fractional power generally has harmonics of every order. A plane-wave code evaluates it on a finite grid, so it is useful to know how fast those harmonics fall off.

The answer depends on how close the density comes to zero. Its minimum is $1-b$, and the relevant number is

$$r = e^{-\operatorname{arccosh}(1/b)}.$$

## The bound and its formal reading

Write the Fourier coefficients of the $p$-th power as

$$c_n = \frac{1}{2\pi}\int_0^{2\pi}\rho(x)^p\,e^{-inx}\,dx .$$

For $0<b<1$ and real $p\ge 0$, the results are:

- $0<r<1$ and $\rho(x) = |1+re^{ix}|^2/(1+r^2)$;
- $|c_n|\le 2^p\,r^{|n|}$ for every integer $n$;
- $\sum_{n\ge N}|c_n| \le 2^p r^N/(1-r)$ for every natural number $N$;
- $r\to1$ as $b\to1$ from below.

In Lean, $\rho$ is `density b x`, $r$ is `ratio b`, and $c_n$ is `harmonic p b n`, with the factor $1/2\pi$ included. The exponent $|n|$ is `n.natAbs`. The function `arccosh` is defined by its logarithmic formula. In `exchange_harmonic_bound` the constant $C$ is chosen before $b$, so one value, $2^{4/3}$, serves all amplitudes.

The model has one cosine in one dimension. The exchange prefactor is left out and would multiply every coefficient alike. Correlation, gradient corrections and general densities are not treated. The bound is also only an upper one: at $p=1$ all harmonics with $|n|\ge2$ vanish.

For this single-cosine model, the tail estimate, doubled to include the negative orders, gives a cutoff $N$ that is sufficient for a chosen bound on the omitted harmonics. As $b\to1$ this estimate ceases to guarantee any decay, although the harmonics of $(1+\cos x)^{4/3}$ themselves still decay.

## Derivation

**The ratio.** Let $y=1/b>1$ and $a=\operatorname{arccosh}y=\log(y+\sqrt{y^2-1})$. Since $(y+\sqrt{y^2-1})(y-\sqrt{y^2-1})=1$, we have $e^{-a}=y-\sqrt{y^2-1}$, and hence $\cosh a=y$. The logarithm's argument exceeds 1, so $a>0$ and $0<r<1$. Written with $r=e^{-a}$, the relation $\cosh a=1/b$ becomes $(r+1/r)/2=1/b$, or

$$b(1+r^2)=2r .$$

Therefore

$$|1+re^{ix}|^2 = 1+r^2+2r\cos x=(1+r^2)(1+b\cos x).$$

The formula for $r$ is continuous at $b=1$ and equals 1 there, which gives the limit.

**Continuation to complex $z$.** With $z=e^{ix}$ the density is $1+\frac b2(z+z^{-1})$. Let $|z|=s$ with $r<s\le1$. Then $|\frac b2(z+z^{-1})|\le\frac b2(s+\frac1s)$, and by the relation for $b$

$$1-\frac b2\Big(s+\frac1s\Big)=\frac{(s-r)(1-rs)}{s(1+r^2)}>0 .$$

The continued density thus lies within distance 1 of the point 1. It stays off the branch cut of the power, so

$$F(z)=\Big(1+\tfrac b2(z+z^{-1})\Big)^p$$

is analytic there, and $|F(z)|\le2^p$ because $p\ge0$. At $z=-r$ the continued density vanishes, which is where the argument stops.

**Moving the contour.** For $m\ge0$, substitute $dx=dz/(iz)$:

$$c_{-m}=\frac1{2\pi i}\oint_{|z|=1}z^{m-1}F(z)\,dz=\frac1{2\pi i}\oint_{|z|=s}z^{m-1}F(z)\,dz .$$

The second circle has length $2\pi s$, and the integrand on it is at most $s^{m-1}2^p$. Hence $|c_{-m}|\le2^ps^m$ for every $s$ between $r$ and 1, and letting $s\to r$ gives $|c_{-m}|\le2^pr^m$.

**Positive orders and the tail.** The reflection $x\to2\pi-x$ leaves $\rho$ unchanged and exchanges $n$ with $-n$, so $c_n=c_{-n}$. Summing $2^pr^n$ over $n\ge N$ as a geometric series gives the tail bound.

## The amplitude $b=4/5$

Here $1/b=5/4$ and $\sqrt{25/16-1}=3/4$, so $\operatorname{arccosh}(5/4)=\log2$ and $r=1/2$. The factorisation reads

$$1+\tfrac45\cos x=\tfrac45\,\big|1+\tfrac12e^{ix}\big|^2 .$$

For $p=4/3$ the constant is $2^{4/3}\approx2.52$. The coefficient $c_{10}$ has modulus at most $2.52/1024\approx0.0025$, and the moduli $|c_n|$ with $n\ge10$ sum to at most about $0.0049$. Including the orders $n\le-10$ doubles this to about $0.0098$.

## Negative powers break the bound

Without $p\ge0$ the estimate $|F|\le2^p$ is lost, and the result fails already at $p=-1$, $n=0$. Since $(1-u)(1+u)\le1$, we have $1/(1+b\cos x)\ge1-b\cos x$. Averaging over a period gives $c_0\ge1$, whereas the bound would demand $c_0\le 2^{-1}$.

## The Lean file

```lean
import Mathlib

open Filter Topology Metric

noncomputable section

namespace ExchangeHarmonics

/-- The inverse hyperbolic cosine, written with the logarithm. -/
def arccosh (y : ℝ) : ℝ := Real.log (y + √(y ^ 2 - 1))

/-- The decay ratio `r = exp(-arccosh(1/b))` of a density wave of relative amplitude `b`. -/
def ratio (b : ℝ) : ℝ := Real.exp (-arccosh (1 / b))

/-- The modulated density `1 + b cos x`, in units of its mean. -/
def density (b x : ℝ) : ℝ := 1 + b * Real.cos x

/-- The `n`-th Fourier coefficient of the `p`-th power of the modulated density. -/
def harmonic (p b : ℝ) (n : ℤ) : ℂ :=
  (1 / (2 * Real.pi) : ℂ) * ∫ x in (0 : ℝ)..2 * Real.pi,
    ((density b x ^ p : ℝ) : ℂ) * Complex.exp (-((n : ℂ) * x * Complex.I))

/-- The power of the density continued to complex `z`, where `z = exp(ix)` for real `x`. -/
def continued (p b : ℝ) (z : ℂ) : ℂ := (1 + (b / 2 : ℂ) * (z + z⁻¹)) ^ (p : ℂ)

/-- On `[1, ∞)` the function `arccosh` is a right inverse of `cosh`. -/
theorem cosh_arccosh {y : ℝ} (hy : 1 ≤ y) : Real.cosh (arccosh y) = y := by
  have hs := Real.sq_sqrt (show 0 ≤ y ^ 2 - 1 by nlinarith)
  have h0 := Real.sqrt_nonneg (y ^ 2 - 1)
  have hp : 0 < y + √(y ^ 2 - 1) := by linarith
  have hi : (y + √(y ^ 2 - 1))⁻¹ = y - √(y ^ 2 - 1) :=
    inv_eq_of_mul_eq_one_right (by linear_combination -hs)
  rw [Real.cosh_eq, arccosh, Real.exp_neg, Real.exp_log hp, hi]
  ring

/-- For `0 < b < 1` the decay ratio lies strictly between 0 and 1 and satisfies `b (1 + r²) = 2 r`.
-/
theorem ratio_spec {b : ℝ} (hb : 0 < b) (hb1 : b < 1) :
    0 < ratio b ∧ ratio b < 1 ∧ b * (1 + ratio b ^ 2) = 2 * ratio b := by
  have hy : 1 < 1 / b := by rw [lt_div_iff₀ hb]; linarith
  have hc := cosh_arccosh hy.le
  have hpos : 0 < arccosh (1 / b) :=
    Real.log_pos (by linarith [Real.sqrt_nonneg ((1 / b) ^ 2 - 1)])
  refine ⟨Real.exp_pos _, Real.exp_lt_one_iff.2 (by linarith), ?_⟩
  have he : Real.exp (arccosh (1 / b)) * Real.exp (-arccosh (1 / b)) = 1 := by
    rw [← Real.exp_add, add_neg_cancel, Real.exp_zero]
  have h1 : b * (1 / b) = 1 := mul_one_div_cancel hb.ne'
  rw [Real.cosh_eq] at hc
  unfold ratio
  linear_combination (2 * b * Real.exp (-arccosh (1 / b))) * hc
    + (2 * Real.exp (-arccosh (1 / b))) * h1 - b * he

/-- For `0 < b < 1` the modulated density is the squared modulus of `1 + r exp(ix)`, divided by `1 +
r²`. -/
theorem density_eq_normSq {b : ℝ} (hb : 0 < b) (hb1 : b < 1) (x : ℝ) :
    density b x = ‖1 + (ratio b : ℂ) * Complex.exp (x * Complex.I)‖ ^ 2 / (1 + ratio b ^ 2) := by
  obtain ⟨-, -, hr⟩ := ratio_spec hb hb1
  have h : Complex.normSq (1 + (ratio b : ℂ) * Complex.exp (x * Complex.I))
      = 1 + 2 * ratio b * Real.cos x + ratio b ^ 2 := by
    simp only [Complex.normSq_apply, Complex.add_re, Complex.add_im, Complex.one_re,
      Complex.one_im, Complex.re_ofReal_mul, Complex.im_ofReal_mul,
      Complex.exp_ofReal_mul_I_re, Complex.exp_ofReal_mul_I_im]
    linear_combination ratio b ^ 2 * Real.sin_sq_add_cos_sq x
  rw [Complex.sq_norm, h, density, eq_div_iff (by positivity)]
  linear_combination Real.cos x * hr

/-- The decay ratio tends to 1 as the amplitude `b` tends to 1 from below. -/
theorem ratio_tendsto_one : Tendsto ratio (𝓝[<] 1) (𝓝 1) := by
  have h1 : ContinuousAt (fun b : ℝ => 1 / b) 1 :=
    continuousAt_const.div continuousAt_id one_ne_zero
  have h2 : ContinuousAt (fun b : ℝ => 1 / b + √((1 / b) ^ 2 - 1)) 1 :=
    h1.add ((h1.pow 2).sub continuousAt_const).sqrt
  have h : ContinuousAt ratio 1 :=
    Real.continuous_exp.continuousAt.comp (h2.log (by norm_num)).neg
  have h3 : ratio 1 = 1 := by simp [ratio, arccosh]
  have h4 := h.tendsto
  rw [h3] at h4
  exact h4.mono_left nhdsWithin_le_nhds

/-- In the annulus `r < |z| ≤ 1` the continued modulation has modulus below 1. -/
theorem modulation_lt_one {b : ℝ} (hb : 0 < b) (hb1 : b < 1) {z : ℂ}
    (h1 : ratio b < ‖z‖) (h2 : ‖z‖ ≤ 1) : ‖(b / 2 : ℂ) * (z + z⁻¹)‖ < 1 := by
  obtain ⟨r0, r1, hr⟩ := ratio_spec hb hb1
  have hn : ‖(b / 2 : ℂ)‖ = b / 2 := by simp [abs_of_pos hb]
  have ht : ‖z + z⁻¹‖ ≤ ‖z‖ + ‖z‖⁻¹ := (norm_add_le _ _).trans_eq (by rw [norm_inv])
  rw [norm_mul, hn]
  refine (mul_le_mul_of_nonneg_left ht (by positivity)).trans_lt ?_
  generalize ‖z‖ = s at h1 h2
  have hs : 0 < s := r0.trans h1
  -- the gap to 1 is proportional to (s - r)(1 - r s)
  have e : (2 * s - b * (s ^ 2 + 1)) * (1 + ratio b ^ 2)
      = 2 * ((s - ratio b) * (1 - ratio b * s)) := by
    linear_combination (-(s ^ 2 + 1)) * hr
  have hk : 0 < (s - ratio b) * (1 - ratio b * s) :=
    mul_pos (by linarith) (by nlinarith)
  have hg : 0 < 2 * s - b * (s ^ 2 + 1) :=
    (mul_pos_iff_of_pos_right (by positivity : 0 < 1 + ratio b ^ 2)).1 (by rw [e]; linarith)
  have e2 : b / 2 * (s + s⁻¹) = b * (s ^ 2 + 1) / (2 * s) := by
    field_simp
  rw [e2, div_lt_one (by positivity)]
  linarith

/-- For `p ≥ 0` and `0 < b < 1`, the unit-circle integral of `z⁻¹ z^m` times the continued power of
the density has modulus at most `2π 2^p s^m` for every radius `s` between `r` and 1. -/
theorem contour_bound {p b s : ℝ} (hp : 0 ≤ p) (hb : 0 < b) (hb1 : b < 1) (m : ℕ)
    (hrs : ratio b < s) (hs1 : s < 1) :
    ‖∮ z in C(0, 1), (z - 0)⁻¹ • (z ^ m * continued p b z)‖
      ≤ 2 * Real.pi * (2 ^ p * s ^ m) := by
  have hs : 0 < s := (ratio_spec hb hb1).1.trans hrs
  have hd : ∀ z : ℂ, s ≤ ‖z‖ → ‖z‖ ≤ 1 →
      DifferentiableAt ℂ (fun z => z ^ m * continued p b z) z := by
    intro z h1 h2
    have hz : z ≠ 0 := norm_pos_iff.1 (hs.trans_le h1)
    have hi : DifferentiableAt ℂ (fun z : ℂ => 1 + (b / 2 : ℂ) * (z + z⁻¹)) z :=
      ((differentiableAt_id.add (differentiableAt_inv hz)).const_mul _).const_add _
    exact (differentiableAt_id.pow m).mul (hi.cpow (differentiableAt_const _)
      (Complex.mem_slitPlane_of_norm_lt_one (modulation_lt_one hb hb1 (hrs.trans_le h1) h2)))
  -- shrink the contour from radius 1 to radius s
  have heq : (∮ z in C(0, 1), (z - 0)⁻¹ • (z ^ m * continued p b z))
      = ∮ z in C(0, s), (z - 0)⁻¹ • (z ^ m * continued p b z) :=
    Complex.circleIntegral_sub_center_inv_smul_eq_of_differentiable_on_annulus_off_countable
      hs hs1.le Set.countable_empty
      (fun z hz => (hd z (by simpa using hz.2)
        (by simpa using hz.1)).continuousAt.continuousWithinAt)
      (fun z hz => hd z (le_of_lt (by simpa using hz.1.2)) (le_of_lt (by simpa using hz.1.1)))
  rw [heq]
  refine (circleIntegral.norm_integral_le_of_norm_le_const hs.le
    (C := s⁻¹ * (s ^ m * 2 ^ p)) ?_).trans_eq ?_
  · intro z hz
    have hz' : ‖z‖ = s := by simpa using hz
    have hw := modulation_lt_one hb hb1 (hrs.trans_eq hz'.symm) (hz'.trans_le hs1.le)
    have hc : ‖continued p b z‖ ≤ 2 ^ p := by
      rw [continued, Complex.norm_cpow_real]
      exact Real.rpow_le_rpow (norm_nonneg _)
        ((norm_add_le _ _).trans (by rw [norm_one]; linarith)) hp
    rw [sub_zero, norm_smul, norm_inv, norm_mul, norm_pow, hz']
    gcongr
  · have h : s * s⁻¹ = 1 := mul_inv_cancel₀ hs.ne'
    linear_combination (2 * Real.pi * s ^ m * 2 ^ p) * h

/-- For `0 < b < 1`, the unit-circle integral of `z⁻¹ z^m` times the continued power of the density
equals `2πi` times the harmonic of order `-m`. -/
theorem contour_eq_harmonic {b : ℝ} (p : ℝ) (hb : 0 < b) (hb1 : b < 1) (m : ℕ) :
    (∮ z in C(0, 1), (z - 0)⁻¹ • (z ^ m * continued p b z))
      = 2 * Real.pi * Complex.I * harmonic p b (-(m : ℤ)) := by
  have hpi : (Real.pi : ℂ) ≠ 0 := by exact_mod_cast Real.pi_ne_zero
  have h2 : ∀ J : ℂ, Complex.I * J
      = 2 * Real.pi * Complex.I * ((1 / (2 * Real.pi) : ℂ) * J) := by
    intro J
    field_simp
  refine Eq.trans ?_ (h2 _)
  rw [circleIntegral, ← intervalIntegral.integral_const_mul]
  refine intervalIntegral.integral_congr fun x _ => ?_
  have hx : 0 ≤ density b x := by
    unfold density
    nlinarith [Real.neg_one_le_cos x]
  have e1 : circleMap 0 1 x = Complex.exp (x * Complex.I) := by simp [circleMap]
  have e2 : 1 + (b / 2 : ℂ) * (Complex.exp (x * Complex.I) + (Complex.exp (x * Complex.I))⁻¹)
      = (density b x : ℂ) := by
    rw [← Complex.exp_neg, density]
    push_cast
    rw [Complex.cos, neg_mul]
    ring
  have e3 : Complex.exp (-(((-(m : ℤ) : ℤ) : ℂ) * x * Complex.I))
      = Complex.exp (x * Complex.I) ^ m := by
    rw [← Complex.exp_nat_mul]
    congr 1
    push_cast
    ring
  have h := mul_inv_cancel₀ (Complex.exp_ne_zero (x * Complex.I))
  simp only [deriv_circleMap, e1, sub_zero, smul_eq_mul, continued]
  rw [e2, e3, Complex.ofReal_cpow hx]
  linear_combination (Complex.I * Complex.exp (x * Complex.I) ^ m
    * (density b x : ℂ) ^ (p : ℂ)) * h

/-- Opposite harmonics of the `p`-th power of the modulated density are equal. -/
theorem harmonic_neg (p b : ℝ) (n : ℤ) : harmonic p b (-n) = harmonic p b n := by
  unfold harmonic
  congr 1
  have h := intervalIntegral.integral_comp_sub_left (a := 0) (b := 2 * Real.pi)
    (fun x : ℝ => ((density b x ^ p : ℝ) : ℂ) * Complex.exp (-((n : ℂ) * x * Complex.I)))
    (2 * Real.pi)
  rw [sub_self, sub_zero] at h
  rw [← h]
  refine intervalIntegral.integral_congr fun x _ => ?_
  have e1 : density b (2 * Real.pi - x) = density b x := by
    simp [density, Real.cos_two_pi_sub]
  have e2 : Complex.exp (-((n : ℂ) * ((2 * Real.pi - x : ℝ) : ℂ) * Complex.I))
      = Complex.exp (-(((-n : ℤ) : ℂ) * x * Complex.I)) := by
    rw [show -((n : ℂ) * ((2 * Real.pi - x : ℝ) : ℂ) * Complex.I)
        = -(((-n : ℤ) : ℂ) * x * Complex.I) + ((-n : ℤ) : ℂ) * (2 * Real.pi * Complex.I) by
      push_cast; ring, Complex.exp_add, Complex.exp_int_mul_two_pi_mul_I, mul_one]
  simp only [e1, e2]

/-- Every harmonic of the `p`-th power of the density obeys `|c_n| ≤ 2^p r^|n|`, for `p ≥ 0` and `0
< b < 1`. -/
theorem harmonic_bound {p b : ℝ} (hp : 0 ≤ p) (hb : 0 < b) (hb1 : b < 1) (n : ℤ) :
    ‖harmonic p b n‖ ≤ 2 ^ p * ratio b ^ n.natAbs := by
  have hm : ‖harmonic p b (-(n.natAbs : ℤ))‖ ≤ 2 ^ p * ratio b ^ n.natAbs := by
    have h : ∀ s ∈ Set.Ioo (ratio b) 1,
        ‖harmonic p b (-(n.natAbs : ℤ))‖ ≤ 2 ^ p * s ^ n.natAbs := by
      intro s hs
      have hc := contour_bound hp hb hb1 n.natAbs hs.1 hs.2
      have hn : ‖(2 * Real.pi * Complex.I : ℂ)‖ = 2 * Real.pi := by
        simp [abs_of_pos Real.pi_pos]
      rw [contour_eq_harmonic p hb hb1, norm_mul, hn] at hc
      exact le_of_mul_le_mul_left hc Real.two_pi_pos
    -- let the contour radius s tend to r
    have hcont : Continuous (fun s : ℝ => (2 : ℝ) ^ p * s ^ n.natAbs) :=
      continuous_const.mul (continuous_pow _)
    exact ge_of_tendsto ((hcont.tendsto (ratio b)).mono_left nhdsWithin_le_nhds)
      (mem_of_superset (Ioo_mem_nhdsGT (ratio_spec hb hb1).2.1) h)
  rcases Int.natAbs_eq n with h | h
  · rwa [harmonic_neg, ← h] at hm
  · rwa [← h] at hm

/-- One constant `C` bounds the harmonics of `(1 + b cos x)^(4/3)` by `C r^|n|`
for all amplitudes `0 < b < 1` and all `n`. -/
theorem exchange_harmonic_bound : ∃ C : ℝ, ∀ b : ℝ, 0 < b → b < 1 → ∀ n : ℤ,
    ‖harmonic (4 / 3) b n‖ ≤ C * ratio b ^ n.natAbs :=
  ⟨2 ^ (4 / 3 : ℝ), fun _ hb hb1 n => harmonic_bound (by norm_num) hb hb1 n⟩

/-- For `p ≥ 0` and `0 < b < 1`, the moduli of the harmonics `n ≥ N` are summable, with sum at most
`2^p r^N / (1 - r)`. -/
theorem cutoff_tail {p b : ℝ} (hp : 0 ≤ p) (hb : 0 < b) (hb1 : b < 1) (N : ℕ) :
    Summable (fun k : ℕ => ‖harmonic p b ((N + k : ℕ) : ℤ)‖) ∧
      ∑' k : ℕ, ‖harmonic p b ((N + k : ℕ) : ℤ)‖ ≤ 2 ^ p * ratio b ^ N / (1 - ratio b) := by
  obtain ⟨r0, r1, -⟩ := ratio_spec hb hb1
  have hg := (hasSum_geometric_of_lt_one r0.le r1).mul_left (2 ^ p * ratio b ^ N)
  have hle : ∀ k : ℕ, ‖harmonic p b ((N + k : ℕ) : ℤ)‖
      ≤ 2 ^ p * ratio b ^ N * ratio b ^ k := by
    intro k
    have h := harmonic_bound hp hb hb1 ((N + k : ℕ) : ℤ)
    rwa [Int.natAbs_natCast, pow_add, ← mul_assoc] at h
  have hs := Summable.of_nonneg_of_le (fun _ => norm_nonneg _) hle hg.summable
  refine ⟨hs, ?_⟩
  rw [div_eq_mul_inv]
  exact hasSum_le hle hs.hasSum hg

end ExchangeHarmonics
```

```lean
#print axioms ExchangeHarmonics.density_eq_normSq
-- 'ExchangeHarmonics.density_eq_normSq' depends on axioms: [propext, Classical.choice, Quot.sound]
#print axioms ExchangeHarmonics.ratio_tendsto_one
-- 'ExchangeHarmonics.ratio_tendsto_one' depends on axioms: [propext, Classical.choice, Quot.sound]
#print axioms ExchangeHarmonics.exchange_harmonic_bound
-- 'ExchangeHarmonics.exchange_harmonic_bound' depends on axioms: [propext, Classical.choice, Quot.sound]
#print axioms ExchangeHarmonics.cutoff_tail
-- 'ExchangeHarmonics.cutoff_tail' depends on axioms: [propext, Classical.choice, Quot.sound]
```

## How the proof follows the derivation

`cosh_arccosh` finds the reciprocal of $y+\sqrt{y^2-1}$ from the product above. `ratio_spec` gets the bounds on $r$ from the positivity of the logarithm, and turns $\cosh a=1/b$ into the relation $b(1+r^2)=2r$, on which the later algebra rests. `density_eq_normSq` expands the squared modulus into real and imaginary parts, and its `linear_combination` steps use $\sin^2x+\cos^2x=1$ and then the relation for $b$. `ratio_tendsto_one` assembles the continuity of $r$ at $b=1$ from that of its constituent functions.

`modulation_lt_one` is the estimate in the annulus. Its equation `e` is the factorisation into $(s-r)(1-rs)$, with the denominators cleared.

`contour_bound` first shows that $z^mF(z)$ is differentiable for $s\le|z|\le1$; `Complex.mem_slitPlane_of_norm_lt_one` keeps the base of the power off the branch cut. Mathlib's annulus theorem then equates the integrals over the two circles. It is stated for integrands of the form $(z-c)^{-1}f(z)$ on circles centred at $c$, here with $c=0$, which is why the code separates $z^{m-1}$ into $z^{-1}$ and $z^m$. The rest is the estimate by length times maximum.

`contour_eq_harmonic` carries out the substitution $z=e^{ix}$ by comparing the integrands at each $x$: `e2` identifies the continued density with the real one, and `e3` identifies the Fourier phase with $z^m$. `harmonic_neg` is the reflection, where the extra phase $e^{2\pi in}$ equals 1 because $n$ is an integer.

`harmonic_bound` combines these results. It divides out $2\pi$, lets $s$ approach $r$ from above with `ge_of_tendsto`, and treats the two signs of $n$ separately. `exchange_harmonic_bound` sets $p=4/3$, and `cutoff_tail` compares the harmonics term by term with the geometric series, which yields both summability and the bound on the sum.
